# Brillouin's theorem: for a closed-shell reference, stationarity under real orbital rotations means no coupling to single excitations

For a real symmetric Hamiltonian matrix $H$ and a real closed-shell determinant $\psi$, the energy is stationary under all real orbital rotations exactly when $H$ has no matrix element between $\psi$ and any single excitation $E_{ai}\psi$. Here $E_{ai}$ moves an electron from an occupied orbital $i$ to an empty orbital $a$, and is summed over spin if the orbitals are spatial. For a general real state, the same stationarity is equivalent to one vanishing commutator expectation value for each pair of orbitals.

In Lean 4 with Mathlib:

```lean
import Mathlib

open Matrix

noncomputable section

namespace BrillouinTheorem

attribute [local instance] Matrix.linftyOpNormedRing Matrix.linftyOpNormedAlgebra

variable {n m : Type*} [Fintype n] [DecidableEq n] [Fintype m]

/-- The energy expression `⟨φ, H φ⟩` of a real state vector `φ`. -/
def energy (H : Matrix n n ℝ) (φ : n → ℝ) : ℝ := φ ⬝ᵥ (H *ᵥ φ)

/-- The orbital-rotation generator `K = ∑ κ_pq (E_pq - E_qp)`. -/
def generator (E : m → m → Matrix n n ℝ) (κ : m → m → ℝ) : Matrix n n ℝ :=
  ∑ p, ∑ q, κ p q • (E p q - E q p)

/-- The energy of `exp(tK) ψ` has zero slope at `t = 0` for every orbital-rotation
generator `K`. -/
def IsOrbitalStationary (H : Matrix n n ℝ) (E : m → m → Matrix n n ℝ) (ψ : n → ℝ) : Prop :=
  ∀ κ : m → m → ℝ,
    HasDerivAt (fun t : ℝ => energy H (NormedSpace.exp (t • generator E κ) *ᵥ ψ)) 0 0

omit [DecidableEq n] in
/-- A real matrix moves to the other side of the scalar product as its transpose. -/
theorem dot_mulVec_transpose (A : Matrix n n ℝ) (x y : n → ℝ) :
    x ⬝ᵥ (A *ᵥ y) = (Aᵀ *ᵥ x) ⬝ᵥ y := by
  rw [Matrix.dotProduct_mulVec, Matrix.mulVec_transpose]

/-- For symmetric `H`, the energy of `exp(tK) ψ` has slope `2 ⟨Kψ, Hψ⟩` at `t = 0`. -/
theorem hasDerivAt_energy {H : Matrix n n ℝ} (hH : Hᵀ = H) (K : Matrix n n ℝ) (ψ : n → ℝ) :
    HasDerivAt (fun t : ℝ => energy H (NormedSpace.exp (t • K) *ᵥ ψ))
      (2 * ((K *ᵥ ψ) ⬝ᵥ (H *ᵥ ψ))) 0 := by
  have hexp : HasDerivAt (fun t : ℝ => NormedSpace.exp (t • K)) K 0 := by
    have h : HasDerivAt (fun t : ℝ => NormedSpace.exp (t • K))
        (NormedSpace.exp ((0 : ℝ) • K) * K) 0 := by
      apply hasDerivAt_exp_smul_const
    simpa only [zero_smul, NormedSpace.exp_zero, one_mul] using h
  -- each component of the rotated state is linear in the exponential
  have hv : ∀ i, HasDerivAt (fun t : ℝ => (NormedSpace.exp (t • K) *ᵥ ψ) i)
      ((K *ᵥ ψ) i) 0 := by
    intro i
    let L : Matrix n n ℝ →ₗ[ℝ] ℝ :=
      { toFun := fun A => (A *ᵥ ψ) i
        map_add' := by intro A B; simp [Matrix.add_mulVec]
        map_smul' := by
          intro c A
          simp [Matrix.mulVec, dotProduct, Finset.mul_sum, mul_assoc] }
    exact (LinearMap.toContinuousLinearMap L).hasFDerivAt.comp_hasDerivAt (0 : ℝ) hexp
  have hHv : ∀ i, HasDerivAt (fun t : ℝ => (H *ᵥ (NormedSpace.exp (t • K) *ᵥ ψ)) i)
      ((H *ᵥ (K *ᵥ ψ)) i) 0 := by
    intro i
    have h := HasDerivAt.fun_sum (u := Finset.univ)
      (fun j _ => (hv j).const_mul (H i j))
    exact h
  -- product rule, then symmetry of `H`
  have hprod := HasDerivAt.fun_sum (u := Finset.univ) (fun i _ => (hv i).fun_mul (hHv i))
  have hen : HasDerivAt (fun t : ℝ => energy H (NormedSpace.exp (t • K) *ᵥ ψ)) _ 0 := hprod
  refine hen.congr_deriv ?_
  simp only [zero_smul, NormedSpace.exp_zero, Matrix.one_mulVec, Finset.sum_add_distrib]
  change (K *ᵥ ψ) ⬝ᵥ (H *ᵥ ψ) + ψ ⬝ᵥ (H *ᵥ (K *ᵥ ψ)) = _
  rw [dot_mulVec_transpose H ψ (K *ᵥ ψ), hH, dotProduct_comm (H *ᵥ ψ) (K *ᵥ ψ)]
  ring

/-- For symmetric `H`, the energy is stationary under all orbital rotations exactly when
every `(E_pq - E_qp) ψ` is orthogonal to `H ψ`. -/
theorem stationary_iff_orthogonal {H : Matrix n n ℝ} (hH : Hᵀ = H)
    (E : m → m → Matrix n n ℝ) (ψ : n → ℝ) :
    IsOrbitalStationary H E ψ ↔
      ∀ p q, ((E p q - E q p) *ᵥ ψ) ⬝ᵥ (H *ᵥ ψ) = 0 := by
  classical
  constructor
  · intro h p q
    -- rotate a single pair of orbitals
    have hg : generator E (fun r s => if r = p ∧ s = q then 1 else 0) = E p q - E q p := by
      unfold generator
      rw [Finset.sum_eq_single p, Finset.sum_eq_single q]
      all_goals simp +contextual
    have h0 := (hasDerivAt_energy hH _ ψ).unique
      (h (fun r s => if r = p ∧ s = q then 1 else 0))
    rw [hg] at h0
    linarith
  · intro h κ
    -- the slope is linear in the generator
    let L : Matrix n n ℝ →ₗ[ℝ] ℝ :=
      { toFun := fun A => (A *ᵥ ψ) ⬝ᵥ (H *ᵥ ψ)
        map_add' := by intro A B; rw [Matrix.add_mulVec, add_dotProduct]
        map_smul' := by
          intro c A
          simp [Matrix.mulVec, dotProduct, Finset.mul_sum, Finset.sum_mul, mul_assoc] }
    have hL : L (generator E κ) = 0 := by
      unfold generator
      rw [map_sum]
      refine Finset.sum_eq_zero fun p _ => ?_
      rw [map_sum]
      refine Finset.sum_eq_zero fun q _ => ?_
      have hpq : L (E p q - E q p) = 0 := h p q
      rw [map_smul, hpq, smul_zero]
    have hz : (generator E κ *ᵥ ψ) ⬝ᵥ (H *ᵥ ψ) = 0 := hL
    exact (hasDerivAt_energy hH _ ψ).congr_deriv (by rw [hz, mul_zero])

/-- **Generalised Brillouin theorem.** For symmetric `H` and `E_pqᵀ = E_qp`, stationarity under
orbital rotations, vanishing of all `⟨ψ, [H, E_pq - E_qp] ψ⟩`, and orthogonality of all
`(E_pq - E_qp) ψ` to `H ψ` are equivalent. -/
theorem generalised_brillouin {H : Matrix n n ℝ} (hH : Hᵀ = H)
    {E : m → m → Matrix n n ℝ} (hE : ∀ p q, (E p q)ᵀ = E q p) (ψ : n → ℝ) :
    (IsOrbitalStationary H E ψ ↔
      ∀ p q, ψ ⬝ᵥ ((H * (E p q - E q p) - (E p q - E q p) * H) *ᵥ ψ) = 0) ∧
    (IsOrbitalStationary H E ψ ↔
      ∀ p q, ((E p q - E q p) *ᵥ ψ) ⬝ᵥ (H *ᵥ ψ) = 0) := by
  refine ⟨?_, stationary_iff_orthogonal hH E ψ⟩
  rw [stationary_iff_orthogonal hH E ψ]
  refine forall_congr' fun p => forall_congr' fun q => ?_
  have hK : (E p q - E q p)ᵀ = -(E p q - E q p) := by
    rw [Matrix.transpose_sub, hE, hE, neg_sub]
  generalize E p q - E q p = K at hK ⊢
  -- antisymmetry of `K` makes the two halves of the commutator equal
  have hc : ψ ⬝ᵥ ((H * K - K * H) *ᵥ ψ) = 2 * ((K *ᵥ ψ) ⬝ᵥ (H *ᵥ ψ)) := by
    rw [Matrix.sub_mulVec, dotProduct_sub, ← Matrix.mulVec_mulVec, ← Matrix.mulVec_mulVec,
      dot_mulVec_transpose H ψ (K *ᵥ ψ), dot_mulVec_transpose K ψ (H *ᵥ ψ), hH, hK,
      Matrix.neg_mulVec, neg_dotProduct, dotProduct_comm (H *ᵥ ψ) (K *ᵥ ψ)]
    ring
  rw [hc]
  constructor <;> intro h <;> linarith

/-- **Brillouin theorem.** Let `H` be symmetric, `E_pa ψ = 0` for virtual `a`, and `E_ij ψ = 0`
for distinct occupied `i, j`. The energy is stationary under orbital rotations exactly when
every single excitation `E_ai ψ` has zero Hamiltonian matrix element with `ψ`. -/
theorem brillouin_singles {H : Matrix n n ℝ} (hH : Hᵀ = H)
    {E : m → m → Matrix n n ℝ} {ψ : n → ℝ} (occ : m → Prop)
    (hvirt : ∀ p a, ¬ occ a → E p a *ᵥ ψ = 0)
    (hocc : ∀ i j, occ i → occ j → i ≠ j → E i j *ᵥ ψ = 0) :
    IsOrbitalStationary H E ψ ↔
      ∀ a i, ¬ occ a → occ i → (E a i *ᵥ ψ) ⬝ᵥ (H *ᵥ ψ) = 0 := by
  rw [stationary_iff_orthogonal hH E ψ]
  constructor
  · intro h a i ha _
    have h1 := h a i
    rwa [Matrix.sub_mulVec, hvirt i a ha, sub_zero] at h1
  · intro h p q
    rw [Matrix.sub_mulVec]
    by_cases hp : occ p <;> by_cases hq : occ q
    · by_cases hpq : p = q
      · rw [hpq, sub_self, zero_dotProduct]
      · rw [hocc p q hp hq hpq, hocc q p hq hp (Ne.symm hpq), sub_zero, zero_dotProduct]
    · rw [hvirt p q hq, zero_sub, neg_dotProduct, h q p hq hp, neg_zero]
    · rw [hvirt q p hp, sub_zero, h p q hp hq]
    · rw [hvirt p q hq, hvirt q p hp, sub_zero, zero_dotProduct]

/-- Excitation operators `E_pq` of a two-electron singlet in two orbitals, in the basis of
configurations `0²`, `0¹1¹`, `1²`. -/
def pairE : Fin 2 → Fin 2 → Matrix (Fin 3) (Fin 3) ℝ :=
  ![![!![2, 0, 0; 0, 1, 0; 0, 0, 0], !![0, √2, 0; 0, 0, √2; 0, 0, 0]],
    ![!![0, 0, 0; √2, 0, 0; 0, √2, 0], !![0, 0, 0; 0, 1, 0; 0, 0, 2]]]

/-- A model Hamiltonian that couples only the configurations `0²` and `1²`. -/
def pairH : Matrix (Fin 3) (Fin 3) ℝ := !![0, 0, 1; 0, 0, 0; 1, 0, 0]

/-- The two-electron operators satisfy `E_pqᵀ = E_qp`, `E_p1` annihilates the configuration
`0²`, and `E_10` takes it to `√2` times the configuration `0¹1¹`. -/
theorem pairE_witness :
    (∀ p q, (pairE p q)ᵀ = pairE q p) ∧ (∀ p, pairE p 1 *ᵥ ![1, 0, 0] = 0) ∧
      pairE 1 0 *ᵥ ![1, 0, 0] = ![0, √2, 0] := by
  refine ⟨?_, ?_, ?_⟩
  · intro p q
    ext i j
    fin_cases p <;> fin_cases q <;> fin_cases i <;> fin_cases j <;> rfl
  · intro p
    ext i
    fin_cases p <;> fin_cases i <;>
      simp [pairE, Matrix.mulVec, dotProduct, Fin.sum_univ_succ]
  · ext i
    fin_cases i <;> simp [pairE, Matrix.mulVec, dotProduct, Fin.sum_univ_succ]

/-- For the model Hamiltonian, the configuration `0²` is stationary under orbital rotations
but is not an eigenvector. -/
theorem stationary_not_eigenvector :
    IsOrbitalStationary pairH pairE ![1, 0, 0] ∧
      ¬ ∃ c : ℝ, pairH *ᵥ ![1, 0, 0] = c • ![1, 0, 0] := by
  have hH : pairHᵀ = pairH := by
    ext i j
    fin_cases i <;> fin_cases j <;> rfl
  constructor
  · refine (brillouin_singles hH (fun p => p = 0) ?_ ?_).2 ?_
    · intro p a ha
      obtain rfl : a = 1 := by omega
      exact pairE_witness.2.1 p
    · intro i j hi hj hij
      exact absurd (hi.trans hj.symm) hij
    · intro a i ha hi
      obtain rfl : a = 1 := by omega
      obtain rfl : i = 0 := hi
      rw [pairE_witness.2.2]
      simp [pairH, Matrix.mulVec, dotProduct, Fin.sum_univ_succ]
  · rintro ⟨c, hc⟩
    -- the doubly excited component of `H ψ` is nonzero
    have h2 := congrFun hc 2
    simp [pairH, Matrix.mulVec, dotProduct, Fin.sum_univ_succ] at h2

end BrillouinTheorem
```

```lean
#print axioms BrillouinTheorem.generalised_brillouin
#print axioms BrillouinTheorem.brillouin_singles
#print axioms BrillouinTheorem.stationary_not_eigenvector
```

```
'BrillouinTheorem.generalised_brillouin' depends on axioms: [propext, Classical.choice, Quot.sound]
'BrillouinTheorem.brillouin_singles' depends on axioms: [propext, Classical.choice, Quot.sound]
'BrillouinTheorem.stationary_not_eigenvector' depends on axioms: [propext, Classical.choice, Quot.sound]
```

## States, orbitals and rotations

The type `n` labels the many-electron configurations and `m` labels the orbitals; both are finite. A state is a real coordinate vector in an orthonormal configuration basis, and $\langle x,y\rangle$ is the ordinary dot product, written `⬝ᵥ`. The matrix $E_{pq}$ stands for the operator that moves an electron from orbital $q$ to orbital $p$, summed over spin if the orbitals are spatial. A rotation is $\exp(tK)$ with

$$K=\sum_{pq}\kappa_{pq}(E_{pq}-E_{qp}),$$

where the $\kappa_{pq}$ are arbitrary real numbers.

`IsOrbitalStationary` says that for every $\kappa$ the function $t\mapsto\langle e^{tK}\psi,He^{tK}\psi\rangle$ has derivative zero at $t=0$. When $E_{pq}^T=E_{qp}$, as for real excitation operators, $K$ is antisymmetric and $e^{tK}$ preserves the norm. For a unit vector $\psi$ the function is then the energy expectation value. The theorems do not require normalisation.

## The slope of the energy

At $t=0$ the rotated state is $\psi$ and its derivative is $K\psi$. The product rule and the symmetry of $H$ give

$$\frac{d}{dt}\langle e^{tK}\psi,He^{tK}\psi\rangle\Big|_{0}=\langle K\psi,H\psi\rangle+\langle\psi,HK\psi\rangle=2\langle K\psi,H\psi\rangle .$$

This is `hasDerivAt_energy`, which differentiates the exponential, then each component of the state, then the sum of products. The transpose lemma `dot_mulVec_transpose` moves $H$ across the dot product.

## One condition for each pair of orbitals

If the slope vanishes for every $\kappa$, set a single $\kappa_{pq}=1$ and the rest to zero. Then $K=E_{pq}-E_{qp}$, so $(E_{pq}-E_{qp})\psi$ is orthogonal to $H\psi$. Conversely, the slope is linear in $K$, so if it vanishes for each pair it vanishes for every sum. These are the two directions of `stationary_iff_orthogonal`.

For the commutator form, write $K=E_{pq}-E_{qp}$ and use $K^T=-K$:

$$\langle\psi,[H,K]\psi\rangle=\langle H\psi,K\psi\rangle-\langle K^T\psi,H\psi\rangle=2\langle K\psi,H\psi\rangle .$$

The commutator expectation value and the overlap therefore vanish together, which is what `generalised_brillouin` adds.

## Reduction to single excitations

`brillouin_singles` divides the orbitals into occupied ($i,j$) and virtual ($a$) and assumes two properties of the reference. An empty orbital has no electron to remove, so $E_{pa}\psi=0$; a filled orbital accepts no further electron, so $E_{ij}\psi=0$ for $i\neq j$. A closed-shell determinant has both properties; an open-shell one with spin-summed operators generally does not.

The proof goes through the pairs:

- For two virtual or two distinct occupied orbitals, both terms of $(E_{pq}-E_{qp})\psi$ vanish.
- For $p=q$ the difference is zero.
- For a virtual $a$ and an occupied $i$, $(E_{ai}-E_{ia})\psi=E_{ai}\psi$.

Only the conditions $\langle E_{ai}\psi,H\psi\rangle=0$ remain.

In configuration interaction built on a converged closed-shell Hartree–Fock state, with a real, spin-independent Hamiltonian, real orbitals and a finite basis, the singlet single excitations $E_{ai}\psi$ therefore do not couple directly to the reference; the triplet ones do not couple because their spin differs. The singlet singles can still enter through the doubles. The equivalence concerns first derivatives, so a stationary point may be a minimum, a maximum or a saddle; complex rotations are not treated.

## The smallest case: one occupied and one virtual orbital

With a single orbital, $K=0$ and every condition holds trivially. The first real rotation needs two orbitals, here holding a two-electron singlet with configurations $0^2$, $0^11^1$ and $1^2$. The reference is $\psi=(1,0,0)$, and `pairE_witness` gives $E_{10}\psi=(0,\sqrt2,0)$, which is $\sqrt2$ times the normalised singly excited configuration.

The model Hamiltonian `pairH` couples only $0^2$ and $1^2$, so $H\psi=(0,0,1)$. This is orthogonal to $E_{10}\psi$, hence $\psi$ is stationary. It is not a multiple of $\psi$, hence $\psi$ is not an eigenvector. That is `stationary_not_eigenvector`: optimal orbitals can remove the coupling to singles while the coupling to the double excitation remains.
